# The rotational levels N = L and N = L+1 of a triplet state with J = L ≥ 1

The theorem `lowest_level` concerns the squared rotational angular momentum N² of a triplet state in the case (a) basis Ω = L−1, L, L+1, in units of ħ², where L is the orbital projection and J = L. It states that the matrix entry between Ω = L and Ω = L+1 vanishes, and that the characteristic polynomial of the block Ω = L−1, L is (t − L(L+1))(t − (L+1)(L+2)). It is proved for every natural number L, though at L = 0 it is only a statement about the formal matrix, since J = 0 admits no state with Ω = −1. The attempt puts in the explicit matrix from `nSq_eq`, expands the 2×2 determinant with `simp`, and finishes with `linear_combination`, using the known square of the remaining coupling.

In Lean, a first try:

```lean
import Mathlib

open Matrix

namespace LowestLevel

noncomputable section

/-- The ladder factor `√(j(j+1) - m(m+1))` connecting the projections `m` and `m+1` of an
angular momentum `j`. -/
def ladder (j m : ℝ) : ℝ := Real.sqrt (j * (j + 1) - m * (m + 1))

/-- The matrix of `J·S` for spin one in the case (a) basis `Ω = L-1, L, L+1`, where `L` is the
orbital projection: `ΩΣ` on the diagonal, half the product of ladder factors beside it. -/
def jDotS (J L : ℝ) : Matrix (Fin 3) (Fin 3) ℝ :=
  !![(L - 1) * (-1), ladder J (L - 1) * ladder 1 (-1) / 2, 0;
     ladder J (L - 1) * ladder 1 (-1) / 2, L * 0, ladder J L * ladder 1 0 / 2;
     0, ladder J L * ladder 1 0 / 2, (L + 1) * 1]

/-- The squared rotational angular momentum `N² = J² + S² - 2 J·S` of a triplet state in the
case (a) basis. -/
def nSq (J L : ℝ) : Matrix (Fin 3) (Fin 3) ℝ :=
  (J * (J + 1) + 1 * (1 + 1)) • (1 : Matrix (Fin 3) (Fin 3) ℝ) - (2 : ℝ) • jDotS J L

/-- The strength of the coupling between `Ω = L-1` and `Ω = L`. -/
def lowCoupling (J L : ℝ) : ℝ := Real.sqrt (2 * (J * (J + 1) - L * (L - 1)))

/-- The strength of the coupling between `Ω = L` and `Ω = L+1`. -/
def highCoupling (J L : ℝ) : ℝ := Real.sqrt (2 * (J * (J + 1) - L * (L + 1)))

/-- In the case (a) basis `N²` is tridiagonal, with diagonal `J(J+1) + 2L`, `J(J+1) + 2`,
`J(J+1) - 2L` and the two couplings, taken negative, beside it. -/
theorem nSq_eq (J L : ℝ) :
    nSq J L = !![J * (J + 1) + 2 * L, -lowCoupling J L, 0;
                 -lowCoupling J L, J * (J + 1) + 2, -highCoupling J L;
                 0, -highCoupling J L, J * (J + 1) - 2 * L] := by
  -- the spin ladder factors are both √2
  have h1 : ladder 1 (-1) = Real.sqrt 2 := by unfold ladder; norm_num
  have h2 : ladder 1 0 = Real.sqrt 2 := by unfold ladder; norm_num
  have h3 : lowCoupling J L = Real.sqrt 2 * ladder J (L - 1) := by
    unfold lowCoupling ladder
    rw [Real.sqrt_mul (by norm_num : (0 : ℝ) ≤ 2)]
    congr 2
    ring
  have h4 : highCoupling J L = Real.sqrt 2 * ladder J L := by
    unfold highCoupling ladder
    rw [Real.sqrt_mul (by norm_num : (0 : ℝ) ≤ 2)]
  unfold nSq jDotS
  rw [h1, h2, h3, h4]
  generalize Real.sqrt 2 = s
  generalize ladder J (L - 1) = p
  generalize ladder J L = q
  ext i j
  fin_cases i <;> fin_cases j <;> simp <;> ring

/-- For `L ≤ J` the squares of the two couplings are `2(J(J+1) - L(L-1))` and
`2(J(J+1) - L(L+1))`. -/
theorem coupling_sq (J L : ℕ) (h : L ≤ J) :
    lowCoupling J L ^ 2 = 2 * ((J : ℝ) * (J + 1) - L * (L - 1)) ∧
    highCoupling J L ^ 2 = 2 * ((J : ℝ) * (J + 1) - L * (L + 1)) := by
  have hL : (0 : ℝ) ≤ L := Nat.cast_nonneg L
  have hJ : (L : ℝ) ≤ J := Nat.cast_le.mpr h
  have hx : (L : ℝ) * (L + 1) ≤ J * (J + 1) := by nlinarith
  exact ⟨Real.sq_sqrt (by nlinarith), Real.sq_sqrt (by nlinarith)⟩

/-- At `J = L` the entry of `N²` between `Ω = L` and `Ω = L+1` is zero, and the secular determinant
of the block `Ω = L-1, L` has the roots `N(N+1)` for `N = L` and `N = L+1` only. -/
theorem lowest_level (L : ℕ) (t : ℝ) :
    nSq L L 1 2 = 0 ∧
    (t • (1 : Matrix (Fin 2) (Fin 2) ℝ) - (nSq L L).submatrix ![0, 1] ![0, 1]).det =
      (t - (L : ℝ) * (L + 1)) * (t - ((L : ℝ) + 1) * (L + 2)) := by
  obtain ⟨hu, -⟩ := coupling_sq L L le_rfl
  rw [nSq_eq]
  constructor
  · simp [highCoupling]
  · simp [Matrix.det_fin_two]
    linear_combination -hu

end

end LowestLevel
```

Messages:

```
Main.lean:77:4: error: ring failed, ring expressions not equal
L : ℕ
t : ℝ
hu : lowCoupling ↑L ↑L ^ 2 = 2 * (↑L * (↑L + 1) - ↑L * (↑L - 1))
⊢ (t • 1 -
                              vecCons (fun j => ![↑L * (↑L + 1) + 2 * ↑L, -lowCoupling ↑L ↑L, 0] (![0, 1] j))
                                (vecCons
                                  (fun j => ![-lowCoupling ↑L ↑L, ↑L * (↑L + 1) + 2, -highCoupling ↑L ↑L] (![0, 1] j))
                                  !![,,]))
                            0 0 *
                          (t • 1 -
                              vecCons (fun j => ![↑L * (↑L + 1) + 2 * ↑L, -lowCoupling ↑L ↑L, 0] (![0, 1] j))
                                (vecCons
                                  (fun j => ![-lowCoupling ↑L ↑L, ↑L * (↑L + 1) + 2, -highCoupling ↑L ↑L] (![0, 1] j))
                                  !![,,]))
                            1 1 -
                        (t • 1 -
                              vecCons (fun j => ![↑L * (↑L + 1) + 2 * ↑L, -lowCoupling ↑L ↑L, 0] (![0, 1] j))
                                (vecCons
                                  (fun j => ![-lowCoupling ↑L ↑L, ↑L * (↑L + 1) + 2, -highCoupling ↑L ↑L] (![0, 1] j))
                                  !![,,]))
                            0 1 *
                          (t • 1 -
                              vecCons (fun j => ![↑L * (↑L + 1) + 2 * ↑L, -lowCoupling ↑L ↑L, 0] (![0, 1] j))
                                (vecCons
                                  (fun j => ![-lowCoupling ↑L ↑L, ↑L * (↑L + 1) + 2, -highCoupling ↑L ↑L] (![0, 1] j))
                                  !![,,]))
                            1 0 +
                      lowCoupling ↑L ↑L ^ 2 +
                    t * 2 +
                  t * ↑L * 4 +
                t * ↑L ^ 2 * 2 -
              t ^ 2 -
            ↑L * 6 -
          ↑L ^ 2 * 5 -
        ↑L ^ 3 * 4 -
      ↑L ^ 4 =
    0
```

Fix (accepted with no message):

```diff
@@ -74,5 +74,7 @@
   constructor
   · simp [highCoupling]
-  · simp [Matrix.det_fin_two]
+  · rw [Matrix.det_fin_two]
+    simp only [Matrix.sub_apply, Matrix.smul_apply, Matrix.submatrix_apply]
+    simp
     linear_combination -hu
 
```

Cause. The error is reported at `linear_combination`, but the fault lies in the goal that `simp [Matrix.det_fin_two]` left for it. The determinant has been expanded, yet its four entries still stand as entries of a whole matrix difference, `(t • 1 - vecCons …) 0 0` and so on. The submatrix has been unfolded into rows built with `vecCons`, and the subtraction has not been carried out entry by entry. `ring` does not evaluate matrix entries, so it cannot see the polynomials in `t`, `L` and the coupling that they stand for, and the two sides do not match.

The repair fixes the order of the steps. `rw [Matrix.det_fin_two]` expands the determinant while the submatrix is still intact. The `simp only` call then takes each entry through the subtraction, the scalar multiple and the submatrix, which leaves single entries of the identity and of the explicit 3×3 matrix. The plain `simp` can evaluate these. The last line is unchanged: its coefficient `-hu` was right all along, because the determinant contains minus the square of the coupling.
